# Integrals of powers of the cosine ground state of a particle in a box

For one particle in a hard-walled box from -π/2 to π/2, the ground state is cos x up to normalisation; the declaration concerns this function alone and involves no Hamiltonian. It states that for every real q > -1 the function cos^q is integrable over the open interval, that its integral is positive, and that (q+1)∫cos^q = (q+2)∫cos^(q+2). With q = 2, this gives the normalised ground state a mean value of cos² x equal to 3/4. The attempt gets the ratio by integrating the derivative of sin x · cos^(q+1) x, which vanishes at both walls. Integrability, which needs care when q is negative and cos^q diverges at the walls, comes from a theorem on functions with nonnegative derivative.

As first written in Lean, the proof fails:

```lean
import Mathlib

open Real MeasureTheory Set
open scoped Topology

namespace CosMoment

noncomputable section

/-- The interior of the box, the open interval from `-π/2` to `π/2`. -/
abbrev box : Set ℝ := Ioo (-(π / 2)) (π / 2)

/-- For `q > -1` the function `cos^q` is integrable over the box, its integral is positive,
and the integrals of `cos^q` and `cos^(q+2)` are in the ratio `(q+2) : (q+1)`. -/
theorem cos_moment {q : ℝ} (hq : -1 < q) :
    IntegrableOn (fun x => cos x ^ q) box ∧ 0 < ∫ x in box, cos x ^ q ∧
      (q + 1) * ∫ x in box, cos x ^ q = (q + 2) * ∫ x in box, cos x ^ (q + 2) := by
  have hlt : -(π / 2) < π / 2 := by linarith [Real.pi_pos]
  have hF : ∀ x ∈ box, HasDerivAt (fun y => sin y * cos y ^ (q + 1))
      ((q + 2) * cos x ^ (q + 2) - (q + 1) * cos x ^ q) x := by
    intro x hx
    have hc : 0 < cos x := Real.cos_pos_of_mem_Ioo hx
    refine ((Real.hasDerivAt_sin x).fun_mul
      ((Real.hasDerivAt_cos x).rpow_const (p := q + 1) (Or.inl hc.ne'))).congr_deriv ?_
    rw [add_sub_cancel_right, Real.rpow_add hc q 2, Real.rpow_two, Real.rpow_add_one hc.ne']
    linear_combination (-(q + 1) * cos x ^ q) * Real.sin_sq_add_cos_sq x
  have hFc : Continuous (fun y => sin y * cos y ^ (q + 1)) := Real.continuous_sin.mul
    (Real.continuous_cos.rpow_const fun _ => Or.inr (by linarith))
  have hC : Continuous (fun y => cos y ^ (q + 2)) :=
    Real.continuous_cos.rpow_const fun _ => Or.inr (by linarith)
  -- a continuous function with nonnegative derivative has an integrable derivative
  have hK : IntegrableOn
      (fun x => (q + 2) - ((q + 2) * cos x ^ (q + 2) - (q + 1) * cos x ^ q))
      (Ioc (-(π / 2)) (π / 2)) := by
    refine intervalIntegral.integrableOn_deriv_of_nonneg
      (g := fun x => (q + 2) * x - sin x * cos x ^ (q + 1))
      ((continuous_const.mul continuous_id).sub hFc).continuousOn
      (fun x hx => (((hasDerivAt_id' x).const_mul (q + 2)).fun_sub (hF x hx)).congr_deriv
        (by ring)) (fun x hx => ?_)
    have hc : 0 < cos x := Real.cos_pos_of_mem_Ioo hx
    have h1 := Real.rpow_le_one hc.le (Real.cos_le_one x) (show 0 ≤ q + 2 by linarith)
    have h2 := mul_nonneg (show 0 ≤ q + 1 by linarith) (Real.rpow_pos_of_pos hc q).le
    have h3 := mul_nonneg (show 0 ≤ q + 2 by linarith) (sub_nonneg.2 h1)
    linarith
  have hB : IntegrableOn (fun x => (q + 2) - (q + 2) * cos x ^ (q + 2)) box :=
    (continuous_const.sub (continuous_const.mul hC)).integrableOn_Icc.mono_set
      Ioo_subset_Icc_self
  obtain ⟨c, hc⟩ : ∃ c : ℝ, c * (q + 1) = 1 :=
    ⟨_, inv_mul_cancel₀ (by linarith : q + 1 ≠ 0)⟩
  have hI : IntegrableOn (fun x => cos x ^ q) box := by
    refine Integrable.congr (Integrable.const_mul
      (Integrable.sub (hK.mono_set Ioo_subset_Ioc_self) hB) c) (ae_of_all _ fun x => ?_)
    change c * (((q + 2) - ((q + 2) * cos x ^ (q + 2) - (q + 1) * cos x ^ q)) -
      ((q + 2) - (q + 2) * cos x ^ (q + 2))) = cos x ^ q
    linear_combination cos x ^ q * hc
  have j1 := Integrable.const_mul (hC.integrableOn_Icc.mono_set
    (Ioo_subset_Icc_self (a := -(π / 2)) (b := π / 2))) (q + 2)
  have j2 := Integrable.const_mul hI (q + 1)
  have toI {f : ℝ → ℝ} := intervalIntegrable_iff_integrableOn_Ioo_of_le (f := f)
    (μ := volume) hlt.le
  refine ⟨hI, ?_, ?_⟩
  · rw [← integral_Ioc_eq_integral_Ioo, ← intervalIntegral.integral_of_le hlt.le]
    exact intervalIntegral.intervalIntegral_pos_of_pos_on (toI.2 hI)
      (fun x hx => Real.rpow_pos_of_pos (Real.cos_pos_of_mem_Ioo hx) q) hlt
  · -- the boundary terms of the antiderivative vanish
    have h := intervalIntegral.integral_eq_sub_of_hasDerivAt_of_le hlt.le hFc.continuousOn hF
      (toI.2 (Integrable.sub j1 j2))
    rw [intervalIntegral.integral_of_le hlt.le, integral_Ioc_eq_integral_Ioo,
      integral_sub j1 j2, integral_const_mul, integral_const_mul] at h
    simp only [Real.cos_neg, Real.cos_pi_div_two,
      Real.zero_rpow (by linarith : q + 1 ≠ 0), mul_zero, sub_zero] at h
    linarith

end

end CosMoment
```

Lean reports:

```
Main.lean:56:35: error: typeclass instance problem is stuck
  IsFiniteMeasureOnCompacts ?m.1071

Note: Lean will not try to resolve this typeclass instance problem because the fourth type argument to `IsFiniteMeasureOnCompacts` is a metavariable. This argument must be fully determined before Lean will try to resolve the typeclass.

Hint: Adding type annotations and supplying implicit arguments to functions can give Lean more information for typeclass resolution. For example, if you have a variable `x` that you intend to be a `Nat`, but Lean reports it as having an unresolved type like `?m`, replacing `x` with `(x : Nat)` can get typeclass resolution un-stuck.
```

The error is at `hC.integrableOn_Icc`, in the definition of `j1`. This lemma turns continuity into integrability on a closed interval for any measure that is finite on compact sets, so Lean must know the measure before it can find the instance `IsFiniteMeasureOnCompacts`. Nothing there supplies it: `hC` speaks only of continuity, `mono_set` and `Integrable.const_mul` work for any measure, and `j1` has no stated type. The measure stays a metavariable and the search is stuck.

The repair first proves `hI2`, whose stated type is `IntegrableOn (fun x => cos x ^ (q + 2)) box`. With no measure written, `IntegrableOn` means `volume`, so the instance can be found, and `j1` is then built from `hI2`. The stated type also fixes the interval's endpoints, which no longer need to be given by hand.

The other changes don't bear on the reported error. `toI` becomes an explicit one-way implication, with its two uses adjusted to match, and the reworded comment only states the integrability theorem's conditions more fully.

After these edits no error is left:

```diff
@@ -29,5 +29,6 @@
   have hC : Continuous (fun y => cos y ^ (q + 2)) :=
     Real.continuous_cos.rpow_const fun _ => Or.inr (by linarith)
-  -- a continuous function with nonnegative derivative has an integrable derivative
+  -- a function continuous on a bounded closed interval, with nonnegative derivative inside,
+  -- has an integrable derivative there
   have hK : IntegrableOn
       (fun x => (q + 2) - ((q + 2) * cos x ^ (q + 2) - (q + 1) * cos x ^ q))
@@ -54,16 +55,18 @@
       ((q + 2) - (q + 2) * cos x ^ (q + 2))) = cos x ^ q
     linear_combination cos x ^ q * hc
-  have j1 := Integrable.const_mul (hC.integrableOn_Icc.mono_set
-    (Ioo_subset_Icc_self (a := -(π / 2)) (b := π / 2))) (q + 2)
+  have hI2 : IntegrableOn (fun x => cos x ^ (q + 2)) box :=
+    hC.integrableOn_Icc.mono_set Ioo_subset_Icc_self
+  have j1 := Integrable.const_mul hI2 (q + 2)
   have j2 := Integrable.const_mul hI (q + 1)
-  have toI {f : ℝ → ℝ} := intervalIntegrable_iff_integrableOn_Ioo_of_le (f := f)
-    (μ := volume) hlt.le
+  have toI : ∀ f : ℝ → ℝ, IntegrableOn f box →
+      IntervalIntegrable f volume (-(π / 2)) (π / 2) :=
+    fun _ hf => (intervalIntegrable_iff_integrableOn_Ioo_of_le hlt.le).2 hf
   refine ⟨hI, ?_, ?_⟩
   · rw [← integral_Ioc_eq_integral_Ioo, ← intervalIntegral.integral_of_le hlt.le]
-    exact intervalIntegral.intervalIntegral_pos_of_pos_on (toI.2 hI)
+    exact intervalIntegral.intervalIntegral_pos_of_pos_on (toI _ hI)
       (fun x hx => Real.rpow_pos_of_pos (Real.cos_pos_of_mem_Ioo hx) q) hlt
   · -- the boundary terms of the antiderivative vanish
     have h := intervalIntegral.integral_eq_sub_of_hasDerivAt_of_le hlt.le hFc.continuousOn hF
-      (toI.2 (Integrable.sub j1 j2))
+      (toI _ (Integrable.sub j1 j2))
     rw [intervalIntegral.integral_of_le hlt.le, integral_Ioc_eq_integral_Ioo,
       integral_sub j1 j2, integral_const_mul, integral_const_mul] at h
```
